# For positive point masses, the largest principal moment of inertia about a point is at most the sum of the other two, with equality exactly when the masses lie in a plane through that point

Q: Suppose a fit gives me principal moments of inertia 1, 2 and 4 in some unit. All three are positive, so if positivity were the only test, I would start looking for a rigid structure that has them, and I would never find one. What rules these numbers out?

A: The largest moment exceeds the sum of the other two. Take masses mᵢ > 0 at positions rᵢ in ℝ³. With a and b running over the three coordinates, the inertia tensor about the origin is

A(a,b) = Σᵢ mᵢ [ |rᵢ|² δ(a,b) − rᵢ(a) rᵢ(b) ]

Multiply by x(a) y(b), for any two vectors x and y, and sum over a and b:

x·(A y) = Σᵢ mᵢ [ |rᵢ|² (x·y) − (rᵢ·x)(rᵢ·y) ]

Let u₀, u₁, u₂ be orthonormal principal axes with moments I₀ ≤ I₁ ≤ I₂, which you would call Ia, Ib and Ic. Setting x = y = uₖ and using A uₖ = Iₖ uₖ gives

Iₖ = Σᵢ mᵢ [ |rᵢ|² − (rᵢ·uₖ)² ]

In the principal frame, |rᵢ|² = (rᵢ·u₀)² + (rᵢ·u₁)² + (rᵢ·u₂)². Therefore

I₀ + I₁ − I₂ = Σᵢ mᵢ [ |rᵢ|² − (rᵢ·u₀)² − (rᵢ·u₁)² + (rᵢ·u₂)² ] = 2 Σᵢ mᵢ (rᵢ·u₂)²

The right side is not negative, so I₂ ≤ I₀ + I₁. It vanishes exactly when every mass has zero coordinate along u₂.

Q: That settles the plane perpendicular to u₂. What if the masses lie in a plane whose normal n is not u₂?

A: This can happen: for masses on a line through the origin, any direction perpendicular to the line is a normal. Since n ≠ 0, some axis has n·uₖ ≠ 0. Put x = n and y = uₖ in the bilinear formula. Every rᵢ·n is zero, so

Iₖ (n·uₖ) = (n·uₖ) Σᵢ mᵢ |rᵢ|²

Cancelling n·uₖ gives Iₖ = T, where T = Σᵢ mᵢ |rᵢ|². Since I₂ is the largest moment,

T = Iₖ ≤ I₂ = T − Σᵢ mᵢ (rᵢ·u₂)²

The last sum must therefore vanish, and I₂ = I₀ + I₁.

Q: Show me numbers.

A: Put unit masses at (±1, 0, 0) and (0, ±2, 0). The moments about x, y and z are 8, 2 and 10, and 10 = 2 + 8. Now add masses of 2 at (0, 0, ±½). The moments become 9, 3 and 10, so the c axis is still z, and

3 + 9 − 10 = 2 = 2 · (2·¼ + 2·¼)

Q: And a single mass?

A: At distance d from the origin, a mass m has moments 0, md² and md², so equality holds, as it should: one point always lies in a plane through the origin. With no masses at all, every moment is zero and any nonzero n serves as a normal.

Q: Now the formal version. Is its matrix really my inertia tensor?

A: The masses are labelled by a finite type `ι`, with `m i` a real number and `r i` a vector with three real components.

In Lean 4 with Mathlib:

```lean
import Mathlib

open Matrix

namespace InertiaTriangle

noncomputable section

variable {ι : Type*} [Fintype ι]
```

The definition is the formula above, with `⬝ᵥ` for the dot product and the `if` for the Kronecker delta.

```lean
/-- The inertia tensor about the origin of point masses `m i` at positions `r i`. -/
def inertia (m : ι → ℝ) (r : ι → Fin 3 → ℝ) : Matrix (Fin 3) (Fin 3) ℝ :=
  Matrix.of fun a b =>
    ∑ i, m i * ((r i ⬝ᵥ r i) * (if a = b then 1 else 0) - r i a * r i b)
```

The origin is wherever you place it. For a molecule you would choose the centre of mass, but nothing here requires that. A planar molecule whose atoms are not all on one line does not give equality if its plane misses the chosen origin.

Q: Are the principal axes assumed to exist?

A: They are described first and then shown to exist. `PrincipalAxes A u I` says that the vectors `u 0`, `u 1`, `u 2` are orthonormal, that each is an eigenvector of `A` with eigenvalue `I k`, and that the eigenvalues never decrease as the index grows.

```lean
/-- Orthonormal principal axes `u 0, u 1, u 2` (the a, b, c axes) of a tensor `A`, with
principal moments `I 0 ≤ I 1 ≤ I 2`. -/
structure PrincipalAxes (A : Matrix (Fin 3) (Fin 3) ℝ) (u : Fin 3 → Fin 3 → ℝ)
    (I : Fin 3 → ℝ) : Prop where
  orthonormal : ∀ i j, u i ⬝ᵥ u j = if i = j then 1 else 0
  eigen : ∀ k, A *ᵥ u k = I k • u k
  ordered : Monotone I
```

The existence proof checks that the tensor is symmetric, takes an orthonormal eigenbasis from the spectral theorem, and sorts the eigenvalues, permuting the eigenvectors with them.

```lean
/-- Every system of point masses has principal axes with ordered principal moments. -/
theorem exists_principalAxes (m : ι → ℝ) (r : ι → Fin 3 → ℝ) :
    ∃ u I, PrincipalAxes (inertia m r) u I := by
  have hA : (inertia m r).IsHermitian := by
    refine Matrix.IsHermitian.ext fun a b => ?_
    simp only [inertia, Matrix.of_apply, star_trivial]
    refine Finset.sum_congr rfl fun i _ => ?_
    rcases eq_or_ne a b with rfl | hab
    · rfl
    · rw [if_neg hab, if_neg hab.symm]
      ring
  -- sort the eigenvalues supplied by the spectral theorem
  obtain ⟨σ, hσ⟩ : ∃ σ : Equiv.Perm (Fin 3), Monotone (hA.eigenvalues ∘ σ) :=
    ⟨_, Tuple.monotone_sort _⟩
  refine ⟨fun k => (hA.eigenvectorBasis (σ k)).ofLp, hA.eigenvalues ∘ σ, ?_,
    fun k => hA.mulVec_eigenvectorBasis (σ k), hσ⟩
  intro i j
  have h := orthonormal_iff_ite.mp hA.eigenvectorBasis.orthonormal (σ i) (σ j)
  rw [EuclideanSpace.inner_eq_star_dotProduct, star_trivial, dotProduct_comm] at h
  exact h.trans (by by_cases hij : i = j <;> simp [hij])
```

When moments coincide, the axes are not unique. The later theorems hold for every admissible choice.

Q: Where does the derivation begin?

A: With the bilinear formula. The proof expands both sides in components and compares them mass by mass.

```lean
/-- The inertia tensor as a bilinear form in two directions `x` and `y`. -/
theorem inertia_form (m : ι → ℝ) (r : ι → Fin 3 → ℝ) (x y : Fin 3 → ℝ) :
    x ⬝ᵥ (inertia m r *ᵥ y) =
      ∑ i, m i * ((r i ⬝ᵥ r i) * (x ⬝ᵥ y) - (r i ⬝ᵥ x) * (r i ⬝ᵥ y)) := by
  simp only [Matrix.mulVec, dotProduct, Fin.sum_univ_three, inertia, Matrix.of_apply,
    Finset.sum_mul, mul_add, Finset.mul_sum, ← Finset.sum_add_distrib]
  refine Finset.sum_congr rfl fun i _ => ?_
  simp only [Fin.isValue, Fin.reduceEq, ↓reduceIte]
  ring
```

Next comes the squared length in the principal frame. Let U be the matrix whose rows are the axes. Orthonormality says U Uᵀ = 1, and for a square matrix this gives Uᵀ U = 1, which in components reads

Σₖ uₖ(a) uₖ(b) = δ(a,b)

These relations are the facts named `e00` to `e12`. Weighting them by x(a) x(b) and adding gives the claim, and `linear_combination` does exactly that.

```lean
/-- The squared length of a vector is the sum of its squared components along three
orthonormal axes. -/
theorem sq_length_eq {u : Fin 3 → Fin 3 → ℝ}
    (h : ∀ i j, u i ⬝ᵥ u j = if i = j then 1 else 0) (x : Fin 3 → ℝ) :
    x ⬝ᵥ x = (x ⬝ᵥ u 0) ^ 2 + (x ⬝ᵥ u 1) ^ 2 + (x ⬝ᵥ u 2) ^ 2 := by
  have h1 : Matrix.of u * (Matrix.of u)ᵀ = 1 := by
    ext i j
    rw [Matrix.one_apply, ← h i j]
    rfl
  -- orthonormal rows give orthonormal columns
  have h2 := mul_eq_one_comm.mp h1
  have e : ∀ a b, u 0 a * u 0 b + u 1 a * u 1 b + u 2 a * u 2 b
      = if a = b then (1 : ℝ) else 0 := by
    intro a b
    have h3 := congrFun (congrFun h2 a) b
    simpa only [Matrix.mul_apply, Matrix.transpose_apply, Matrix.of_apply,
      Fin.sum_univ_three, Matrix.one_apply] using h3
  have e00 := (e 0 0).trans (if_pos rfl)
  have e11 := (e 1 1).trans (if_pos rfl)
  have e22 := (e 2 2).trans (if_pos rfl)
  have e01 := (e 0 1).trans (if_neg (by decide))
  have e02 := (e 0 2).trans (if_neg (by decide))
  have e12 := (e 1 2).trans (if_neg (by decide))
  simp only [dotProduct, Fin.sum_univ_three]
  linear_combination -(x 0) ^ 2 * e00 - (x 1) ^ 2 * e11 - (x 2) ^ 2 * e22
    - 2 * x 0 * x 1 * e01 - 2 * x 0 * x 2 * e02 - 2 * x 1 * x 2 * e12
```

The formula for a single moment follows by putting the same axis into both slots of the bilinear form.

```lean
variable {m : ι → ℝ} {r : ι → Fin 3 → ℝ} {u : Fin 3 → Fin 3 → ℝ} {I : Fin 3 → ℝ}

/-- A principal moment is the sum of the masses times their squared distances from the
corresponding principal axis. -/
theorem moment_eq (h : PrincipalAxes (inertia m r) u I) (k : Fin 3) :
    I k = ∑ i, m i * (r i ⬝ᵥ r i - (r i ⬝ᵥ u k) ^ 2) := by
  have hn : u k ⬝ᵥ u k = 1 := (h.orthonormal k k).trans (if_pos rfl)
  have hf := inertia_form m r (u k) (u k)
  rw [h.eigen, dotProduct_smul, hn, smul_eq_mul, mul_one] at hf
  exact hf.trans (Finset.sum_congr rfl fun i _ => by ring)
```

Subtracting the moments then gives the identity for I₀ + I₁ − I₂. For each mass, the difference between the two sides is its mass times the squared-length relation.

```lean
/-- `Ia + Ib - Ic` is twice the sum of the masses times their squared coordinates along the c axis.
-/
theorem inertial_defect (h : PrincipalAxes (inertia m r) u I) :
    I 0 + I 1 - I 2 = 2 * ∑ i, m i * (r i ⬝ᵥ u 2) ^ 2 := by
  rw [moment_eq h 0, moment_eq h 1, moment_eq h 2, ← Finset.sum_add_distrib,
    ← Finset.sum_sub_distrib, Finset.mul_sum]
  refine Finset.sum_congr rfl fun i _ => ?_
  linear_combination m i * sq_length_eq h.orthonormal (r i)
```

Q: Spectroscopists define the inertial defect as Ic − Ia − Ib.

A: Yes, and the theorem `inertial_defect` gives the negative of that quantity. A rigid structure of positive masses therefore has an inertial defect that is zero or negative. The identity itself needs no condition on the masses. Positivity, the hypothesis `hm`, enters next. It stands for the physical fact that every atom has mass, and equality needs it strictly: a massless point could sit off the plane without changing any moment.

```lean
/-- For positive masses, `Ic = Ia + Ib` holds exactly when every mass lies in the plane
through the origin perpendicular to the c axis. -/
theorem defect_zero_iff (hm : ∀ i, 0 < m i) (h : PrincipalAxes (inertia m r) u I) :
    I 2 = I 0 + I 1 ↔ ∀ i, r i ⬝ᵥ u 2 = 0 := by
  have hd := inertial_defect h
  constructor
  · intro he i
    have hs : ∑ i, m i * (r i ⬝ᵥ u 2) ^ 2 = 0 := by linarith
    have hz := (Finset.sum_eq_zero_iff_of_nonneg
      (fun j _ => mul_nonneg (hm j).le (sq_nonneg _))).mp hs i (Finset.mem_univ i)
    exact pow_eq_zero_iff (two_ne_zero) |>.mp ((mul_eq_zero.mp hz).resolve_left (hm i).ne')
  · intro hz
    have hs : ∑ i, m i * (r i ⬝ᵥ u 2) ^ 2 = 0 :=
      Finset.sum_eq_zero fun i _ => by rw [hz i]; ring
    linarith
```

In the forward direction, a sum of non-negative terms is zero, so each term is zero, and dividing out the positive mass leaves rᵢ·u₂ = 0. The reverse direction substitutes zeros into the identity.

Q: Which theorem is the one I asked for?

A: The next one. Given positive masses and any principal axes of their tensor, it states that `I 2 ≤ I 0 + I 1`, and that equality holds if and only if there is a nonzero `n` perpendicular to every `r i`. Such an `n` is the normal of a plane through the origin containing all the masses.

```lean
/-- For positive masses the ordered principal moments satisfy `Ic ≤ Ia + Ib`, with equality
if and only if all masses lie in some plane through the origin (with normal `n`). -/
theorem moments_triangle (hm : ∀ i, 0 < m i) (h : PrincipalAxes (inertia m r) u I) :
    I 2 ≤ I 0 + I 1 ∧
      (I 2 = I 0 + I 1 ↔ ∃ n : Fin 3 → ℝ, n ≠ 0 ∧ ∀ i, r i ⬝ᵥ n = 0) := by
  have hd := inertial_defect h
  have hpos : 0 ≤ ∑ i, m i * (r i ⬝ᵥ u 2) ^ 2 :=
    Finset.sum_nonneg fun i _ => mul_nonneg (hm i).le (sq_nonneg _)
  have hle : I 2 ≤ I 0 + I 1 := by linarith
  refine ⟨hle, fun he => ⟨u 2, ?_, (defect_zero_iff hm h).mp he⟩, ?_⟩
  · intro h0
    have hn : u 2 ⬝ᵥ u 2 = 1 := (h.orthonormal 2 2).trans (if_pos rfl)
    rw [h0, zero_dotProduct] at hn
    exact zero_ne_one hn
  · rintro ⟨n, hn, hr⟩
    -- the normal has a component along some principal axis
    obtain ⟨k, hk⟩ : ∃ k, n ⬝ᵥ u k ≠ 0 := by
      by_contra hc
      push Not at hc
      have hl := sq_length_eq h.orthonormal n
      rw [hc 0, hc 1, hc 2] at hl
      exact hn (dotProduct_self_eq_zero.mp (by linarith))
    -- the moment about that axis is the full second moment of the masses
    have hT : I k = ∑ i, m i * (r i ⬝ᵥ r i) := by
      have hf := inertia_form m r n (u k)
      rw [h.eigen, dotProduct_smul, smul_eq_mul] at hf
      apply mul_right_cancel₀ hk
      rw [hf, Finset.sum_mul]
      exact Finset.sum_congr rfl fun i _ => by rw [hr i]; ring
    have h2 : I 2 = ∑ i, m i * (r i ⬝ᵥ r i) - ∑ i, m i * (r i ⬝ᵥ u 2) ^ 2 := by
      rw [moment_eq h 2, ← Finset.sum_sub_distrib]
      exact Finset.sum_congr rfl fun i _ => by ring
    have hk2 : I k ≤ I 2 := h.ordered (Fin.le_last k)
    linarith
```

If equality holds, `u 2` serves as the normal, and it is nonzero because it has unit length. For the converse, `hk` is the nonzero overlap of n with some axis, `hT` is Iₖ = T, `h2` writes I₂ as T minus the out-of-plane sum, and `hk2` is Iₖ ≤ I₂. The final `linarith` combines them with the identity.

Q: Could there be a further restriction on the moments that you have missed?

A: No. Any real a, b, c obeying all three triangle inequalities are the diagonal entries of a diagonal inertia tensor of three unit masses. Put one mass on each coordinate axis, at x, y and z, with

x² = (b + c − a)/2,  y² = (a + c − b)/2,  z² = (a + b − c)/2

The inequalities make the right sides non-negative, so the square roots are real. The moment about the first axis is y² + z² = a, and the other two work the same way. The proof checks all nine matrix entries.

```lean
/-- Any three numbers obeying the three triangle inequalities are the diagonal entries of a
diagonal inertia tensor of three unit masses. -/
theorem triangle_realised (a b c : ℝ) (ha : a ≤ b + c) (hb : b ≤ a + c) (hc : c ≤ a + b) :
    ∃ r : Fin 3 → Fin 3 → ℝ, inertia (fun _ => 1) r = Matrix.diagonal ![a, b, c] := by
  -- one mass on each coordinate axis
  obtain ⟨x, hx⟩ : ∃ x : ℝ, x * x = (b + c - a) / 2 :=
    ⟨_, Real.mul_self_sqrt (by linarith)⟩
  obtain ⟨y, hy⟩ : ∃ y : ℝ, y * y = (a + c - b) / 2 :=
    ⟨_, Real.mul_self_sqrt (by linarith)⟩
  obtain ⟨z, hz⟩ : ∃ z : ℝ, z * z = (a + b - c) / 2 :=
    ⟨_, Real.mul_self_sqrt (by linarith)⟩
  refine ⟨![![x, 0, 0], ![0, y, 0], ![0, 0, z]], ?_⟩
  ext i j
  fin_cases i <;> fin_cases j <;>
    simp [inertia, dotProduct, Fin.sum_univ_three] <;> linarith

end

end InertiaTriangle
```

```lean
#print axioms InertiaTriangle.exists_principalAxes
#print axioms InertiaTriangle.moments_triangle
#print axioms InertiaTriangle.triangle_realised
```

```
'InertiaTriangle.exists_principalAxes' depends on axioms: [propext, Classical.choice, Quot.sound]
'InertiaTriangle.moments_triangle' depends on axioms: [propext, Classical.choice, Quot.sound]
'InertiaTriangle.triangle_realised' depends on axioms: [propext, Classical.choice, Quot.sound]
```

The centre of mass of the three masses in `triangle_realised` is generally not at the origin. To put it there, replace each unit mass at r by two masses of ½, at r and −r. The tensor is quadratic in the positions, so it does not change, and there is no further restriction on moments about the centre of mass either.

Q: For a planar molecule, my ground-state constants give Ic slightly larger than Ia + Ib. Is the theorem wrong?

A: Those are effective moments, obtained by inverting rotational constants that contain the effects of zero-point vibration, and they need not be the moments of any one rigid arrangement of masses. In the rigid-rotor model with atoms as point masses, where the rotational constants are inversely proportional to the moments, the inequality restricts which constants a structure can produce, and equality identifies a planar one.

Q: And linear molecules, with Ia = 0?

A: If all the masses lie on a line through the origin, the moment about that line is zero and the other two are equal, so they fall under the equality case. The converse, that a zero moment forces the masses onto a line, is not among the theorems above.
